# Twice is enough: error bounds for a vector projected two times

A Davidson eigensolver, or a Lanczos solver with full reorthogonalization, can build an orthonormal basis one vector at a time. Each new vector $x$ is then made orthogonal to the basis vectors already stored. If $x$ lies almost in their span, the subtraction cancels most of it, and the rounding error, small compared with $x$, can be large compared with what remains. Does a second orthogonalization repair the damage, and what does it mean if that pass again removes most of the vector?

## Two passes and a test on the norm

Let $P$ be the exact orthogonal projector onto the complement of the stored basis. The computed vectors are $w\approx Px$ and $w_2\approx Pw$, with

$$\|w-Px\|\le\varepsilon\|x\|,\qquad \|w_2-Pw\|\le\varepsilon\|w\|.$$

The number $\varepsilon\ge 0$ stands for the relative error of one pass, such as the rounding in its inner products and subtractions. Choose a threshold $\eta>0$ with $\eta+\varepsilon<1$. Then:

- If $\|w_2\|\ge\eta\|w\|$, the vector is accepted, and $\|w_2-Pw_2\|\le(\varepsilon/\eta)\|w_2\|$.
- If $\|w_2\|<\eta\|w\|$, it is rejected, and $\|Px\|\le\varepsilon\|x\|/\sqrt{1-(\eta+\varepsilon)^2}$.

With $\varepsilon=10^{-15}$ and $\eta=0.1$, an accepted nonzero vector has a relative defect of at most $10^{-14}$, while a rejected $x$ had a component outside the old span of at most about $1.01\,\varepsilon\|x\|$.

**Splitting the error.** Since $P$ is symmetric and idempotent, $\langle Px,x-Px\rangle=\langle x,Px-P^2x\rangle=0$, so $\|x\|^2=\|Px\|^2+\|x-Px\|^2$. Apply this to $v-Pu$, whose projection is $Pv-Pu$ and whose remainder is $v-Pv$:

$$\|v-Pu\|^2=\|Pv-Pu\|^2+\|v-Pv\|^2.$$

The second term is the squared orthogonality defect of $v$.

**Acceptance.** With $u=w$ and $v=w_2$, the split gives

$$\|w_2-Pw_2\|\le\|w_2-Pw\|\le\varepsilon\|w\|\le\frac{\varepsilon}{\eta}\|w_2\|.$$

**Rejection.** Put $s=\eta+\varepsilon$, $a=\|Pw\|$, $b=\|w-Pw\|$ and $f=\|Pw-Px\|$. The triangle inequality gives $a\le\|w_2\|+\|w_2-Pw\|\le s\|w\|$. Squaring and using $\|w\|^2=a^2+b^2$, we get $(1-s^2)a^2\le s^2b^2$. Therefore

$$\begin{aligned}
s^2(f^2+b^2)-s^2(1-s^2)(a+f)^2
&\ge s^2f^2+(1-s^2)a^2-s^2(1-s^2)(a+f)^2\\
&=\bigl(s^2f-(1-s^2)a\bigr)^2\ge 0.
\end{aligned}$$

Dividing by $s^2>0$ gives $(1-s^2)(a+f)^2\le f^2+b^2$. The right side is $\|w-Px\|^2\le\varepsilon^2\|x\|^2$, by the split with $u=x$ and $v=w$. Since $\|Px\|\le a+f$, a square root finishes the derivation.

## The projector and the orthogonal error split in Lean

The space `E` is a real or complex inner product space of any dimension; `𝕜` is the scalar field. The finite type `ι` will label the stored basis vectors.

```lean
import Mathlib

open Finset

namespace TwiceIsEnough

noncomputable section

variable {𝕜 E ι : Type*} [RCLike 𝕜] [NormedAddCommGroup E] [InnerProductSpace 𝕜 E] [Fintype ι]
```

The projector is a linear map with two properties. Lean's inner product is conjugate-linear in its first argument, as in the bracket $\langle q|x\rangle$.

```lean
/-- An orthogonal projector: a linear map that is idempotent and symmetric for the
inner product. -/
structure IsOrthProjector (P : E →ₗ[𝕜] E) : Prop where
  idem : ∀ x, P (P x) = P x
  symm : ∀ x y, inner 𝕜 (P x) y = inner 𝕜 x (P y)
```

The next two lemmas are Pythagoras and the error split. In the first, `h` is the vanishing inner product, which removes the cross term from the expansion of the squared norm.

```lean
/-- Pythagoras: the squared norm of a vector is the sum of the squared norms of its orthogonal
projection and of the remainder. -/
theorem pythagoras {P : E →ₗ[𝕜] E} (hP : IsOrthProjector P) (x : E) :
    ‖x‖ ^ 2 = ‖P x‖ ^ 2 + ‖x - P x‖ ^ 2 := by
  have h : inner 𝕜 (P x) (x - P x) = 0 := by
    rw [hP.symm, map_sub, hP.idem, sub_self, inner_zero_right]
  have e := norm_add_sq (𝕜 := 𝕜) (P x) (x - P x)
  rw [h, add_sub_cancel, map_zero] at e
  linarith

/-- For an orthogonal projector `P`, the squared norm of the error `v - P u` is the sum of the
squared norms of its part `P v - P u` in the range of `P` and of the orthogonality defect `v - P v`.
-/
theorem error_split {P : E →ₗ[𝕜] E} (hP : IsOrthProjector P) (u v : E) :
    ‖v - P u‖ ^ 2 = ‖P v - P u‖ ^ 2 + ‖v - P v‖ ^ 2 := by
  have h := pythagoras hP (v - P u)
  have e₁ : P (v - P u) = P v - P u := by rw [map_sub, hP.idem]
  have e₂ : v - P u - (P v - P u) = v - P v := by abel
  rwa [e₁, e₂] at h
```

## Accepted and rejected vectors

The hypothesis `h₂` is the error bound of the second pass, and `hacc` is the acceptance test. The first pass plays no role here: any `w` will do. The proof compares squared norms to bound the defect by the whole error, then uses the test to replace $\|w\|$ by $\|w_2\|/\eta$.

The test is also passed by $w=w_2=0$. The bound then holds trivially, but there is no direction to normalise, so a program must check for a zero vector separately.

```lean
/-- Accepted vector: if the second pass has error at most `ε ‖w‖` and keeps at least the
fraction `η > 0` of the norm, the orthogonality defect of `w₂` is at most `(ε / η) ‖w₂‖`. -/
theorem accepted_defect {P : E →ₗ[𝕜] E} (hP : IsOrthProjector P) {w w₂ : E} {ε η : ℝ}
    (hε : 0 ≤ ε) (hη : 0 < η) (h₂ : ‖w₂ - P w‖ ≤ ε * ‖w‖) (hacc : η * ‖w‖ ≤ ‖w₂‖) :
    ‖w₂ - P w₂‖ ≤ ε / η * ‖w₂‖ := by
  -- the defect is one component of the rounding error
  have h : ‖w₂ - P w₂‖ ≤ ‖w₂ - P w‖ := by
    refine (sq_le_sq₀ (norm_nonneg _) (norm_nonneg _)).mp ?_
    have := error_split hP w w₂
    nlinarith [sq_nonneg ‖P w₂ - P w‖]
  have h' : ε * ‖w‖ ≤ ε / η * ‖w₂‖ := by
    rw [div_mul_eq_mul_div, le_div_iff₀ hη]
    nlinarith [mul_le_mul_of_nonneg_left hacc hε]
  linarith
```

For rejection both error bounds are needed. In the proof, `ha` is $a\le s\|w\|$, `hp` is $\|Px\|\le a+f$, and `key` is the inequality obtained from the completed square. The `generalize` lines introduce the letters $a,f,b,s$ used above, and the square itself is handed to `nlinarith`.

```lean
/-- Rejected vector: if both passes have relative error at most `ε`, the second pass leaves at most
the fraction `η > 0` of the norm, and `η + ε < 1`, then the exact orthogonal projection of `x` has
norm at most `ε ‖x‖ / √(1 - (η + ε)²)`. -/
theorem rejected_small {P : E →ₗ[𝕜] E} (hP : IsOrthProjector P) {x w w₂ : E} {ε η : ℝ}
    (hε : 0 ≤ ε) (hη : 0 < η) (hs : η + ε < 1)
    (h₁ : ‖w - P x‖ ≤ ε * ‖x‖) (h₂ : ‖w₂ - P w‖ ≤ ε * ‖w‖) (hrej : ‖w₂‖ ≤ η * ‖w‖) :
    ‖P x‖ ≤ ε * ‖x‖ / √(1 - (η + ε) ^ 2) := by
  have hs0 : 0 < η + ε := by linarith
  have hc : 0 < 1 - (η + ε) ^ 2 := by nlinarith
  -- the projection of `w` is a small part of `w`
  have ha : ‖P w‖ ≤ (η + ε) * ‖w‖ := by
    have h := norm_sub_le w₂ (w₂ - P w)
    rw [sub_sub_cancel] at h
    linarith
  have ha2 : ‖P w‖ ^ 2 ≤ (η + ε) ^ 2 * ‖w‖ ^ 2 := by
    rw [← mul_pow]
    exact pow_le_pow_left₀ (norm_nonneg _) ha 2
  rw [pythagoras hP w] at ha2
  have hp : ‖P x‖ ≤ ‖P w‖ + ‖P w - P x‖ := by
    have h := norm_sub_le (P w) (P w - P x)
    rwa [sub_sub_cancel] at h
  have hp2 := pow_le_pow_left₀ (norm_nonneg _) hp 2
  have hsplit := error_split hP x w
  -- combine both error components by completing a square
  have key : (‖P w‖ + ‖P w - P x‖) ^ 2 * (1 - (η + ε) ^ 2) ≤ ‖w - P x‖ ^ 2 := by
    rw [hsplit]
    generalize ‖P w‖ = a at *
    generalize ‖P w - P x‖ = f at *
    generalize ‖w - P w‖ = b at *
    generalize η + ε = s at *
    refine le_of_mul_le_mul_left ?_ (pow_pos hs0 2)
    nlinarith [sq_nonneg (s ^ 2 * f - (1 - s ^ 2) * a)]
  rw [le_div_iff₀ (Real.sqrt_pos.mpr hc)]
  refine le_trans ?_ h₁
  refine (sq_le_sq₀ (by positivity) (norm_nonneg _)).mp ?_
  rw [mul_pow, Real.sq_sqrt hc.le]
  exact (mul_le_mul_of_nonneg_right hp2 hc.le).trans key
```

The combined theorem states the two cases as two implications.

```lean
/-- Twice is enough: let two projection passes have relative error at most `ε ≥ 0`, with `η > 0` and
`η + ε < 1`. If the second pass keeps at least the fraction `η` of the norm, the orthogonality
defect of `w₂` is at most `(ε / η) ‖w₂‖`; if it keeps less, the exact orthogonal projection of `x`
has norm at most `ε ‖x‖ / √(1 - (η + ε)²)`. -/
theorem twice_is_enough {P : E →ₗ[𝕜] E} (hP : IsOrthProjector P) {x w w₂ : E} {ε η : ℝ}
    (hε : 0 ≤ ε) (hη : 0 < η) (hs : η + ε < 1)
    (h₁ : ‖w - P x‖ ≤ ε * ‖x‖) (h₂ : ‖w₂ - P w‖ ≤ ε * ‖w‖) :
    (η * ‖w‖ ≤ ‖w₂‖ → ‖w₂ - P w₂‖ ≤ ε / η * ‖w₂‖) ∧
    (‖w₂‖ < η * ‖w‖ → ‖P x‖ ≤ ε * ‖x‖ / √(1 - (η + ε) ^ 2)) :=
  ⟨accepted_defect hP hε hη h₂, fun h => rejected_small hP hε hη hs h₁ h₂ h.le⟩
```

The error bounds are assumptions; they are not derived from a model of floating-point arithmetic. The theorem treats one vector and one fixed projector, so it does not follow the loss of orthogonality as a whole basis is built up. If $\varepsilon$ is much smaller than $\eta$, acceptance guarantees near-orthogonality, but not that $w_2$ has the direction of $Px$: if $Px=0$, then $w$ may be a pure error vector orthogonal to the stored basis, and $w_2=w$ passes the test.

## Gram–Schmidt as the projector

For stored vectors $q_i$, the exact step is $Px=x-\sum_i\langle q_i,x\rangle q_i$.

```lean
variable (𝕜) in
/-- The Gram–Schmidt step: subtract from `x` its components `⟨q i, x⟩ q i`. -/
def gramSchmidtStep (q : ι → E) : E →ₗ[𝕜] E where
  toFun x := x - ∑ i, inner 𝕜 (q i) x • q i
  map_add' x y := by
    simp only [inner_add_right, add_smul, Finset.sum_add_distrib]
    abel
  map_smul' c x := by
    simp only [inner_smul_right, mul_smul, ← Finset.smul_sum, smul_sub, RingHom.id_apply]
```

If the family is orthonormal, only the term $i=j$ survives in $\langle q_j,Px\rangle=\langle q_j,x\rangle-\langle q_j,x\rangle=0$.

```lean
/-- For an orthonormal family, the exact Gram–Schmidt step returns a vector orthogonal to every
member of the family. -/
theorem inner_gramSchmidtStep {q : ι → E} (hq : Orthonormal 𝕜 q) (x : E) (j : ι) :
    inner 𝕜 (q j) (gramSchmidtStep 𝕜 q x) = 0 := by
  show inner 𝕜 (q j) (x - ∑ i, inner 𝕜 (q i) x • q i) = 0
  rw [inner_sub_right]
  exact sub_eq_zero.mpr (hq.inner_right_fintype (fun i => inner 𝕜 (q i) x) j).symm
```

A second exact step therefore subtracts nothing, which is idempotence. Symmetry holds because $\langle Px,y\rangle$ and $\langle x,Py\rangle$ both equal $\langle x,y\rangle-\sum_i\langle x,q_i\rangle\langle q_i,y\rangle$.

```lean
/-- The Gram–Schmidt step against an orthonormal family is an orthogonal projector. -/
theorem gramSchmidtStep_witness {q : ι → E} (hq : Orthonormal 𝕜 q) :
    IsOrthProjector (gramSchmidtStep 𝕜 q) where
  idem x := by
    show gramSchmidtStep 𝕜 q x - ∑ i, inner 𝕜 (q i) (gramSchmidtStep 𝕜 q x) • q i = _
    simp only [inner_gramSchmidtStep hq, zero_smul, Finset.sum_const_zero, sub_zero]
  symm x y := by
    show inner 𝕜 (x - ∑ i, inner 𝕜 (q i) x • q i) y = inner 𝕜 x (y - ∑ i, inner 𝕜 (q i) y • q i)
    simp only [inner_sub_left, inner_sub_right, sum_inner, inner_sum, inner_smul_left,
      inner_smul_right, inner_conj_symm]
    congr 1
    exact Finset.sum_congr rfl fun i _ => mul_comm _ _
```

Since $\langle q_j,Pw_2\rangle=0$, the overlap $\langle q_j,w_2\rangle$ equals $\langle q_j,w_2-Pw_2\rangle$. By Cauchy–Schwarz and $\|q_j\|=1$ it is no larger than the defect. If $w_2\ne0$ passes the acceptance test, the normalised vector $w_2/\|w_2\|$ thus overlaps each stored vector by at most $\varepsilon/\eta$. In an iterative calculation of electronic states this limits the contamination of an accepted new basis vector by the earlier ones, provided that these are orthonormal and the second pass obeys its error bound.

```lean
/-- Gram–Schmidt against an orthonormal basis set: if the second pass has error at most `ε ‖w‖` and
keeps the fraction `η > 0` of the norm, every overlap `⟨q j, w₂⟩` is at most `(ε / η) ‖w₂‖`. -/
theorem gramSchmidt_overlap {q : ι → E} (hq : Orthonormal 𝕜 q) {w w₂ : E} {ε η : ℝ}
    (hε : 0 ≤ ε) (hη : 0 < η) (h₂ : ‖w₂ - gramSchmidtStep 𝕜 q w‖ ≤ ε * ‖w‖)
    (hacc : η * ‖w‖ ≤ ‖w₂‖) (j : ι) : ‖inner 𝕜 (q j) w₂‖ ≤ ε / η * ‖w₂‖ := by
  have h := norm_inner_le_norm (𝕜 := 𝕜) (q j) (w₂ - gramSchmidtStep 𝕜 q w₂)
  rw [inner_sub_right, inner_gramSchmidtStep hq, sub_zero, hq.1 j, one_mul] at h
  exact h.trans (accepted_defect (gramSchmidtStep_witness hq) hε hη h₂ hacc)
```

## A plane example that attains the rejection bound

Take the single stored vector $(0,1)$, so that $P(a,b)=(a,0)$.

```lean
/-- The family consisting of the single unit vector `(0, 1)` of the real plane. -/
def axis : Fin 1 → EuclideanSpace ℝ (Fin 2) := fun _ => !₂[0, 1]
```

Let $\varepsilon=12/25$ and $\eta=3/25$, so $\sqrt{1-(\eta+\varepsilon)^2}=4/5$. This $\varepsilon$ is far larger than a realistic rounding error and is chosen for simple arithmetic. For $x=(75,100)$ and $w=(27,36)$ the first error is $(-48,36)$, of norm $60=\varepsilon\|x\|$. The second error, with $w_2=(27/5,0)$, has norm $108/5=\varepsilon\|w\|$. The bound is $60/(4/5)=75=\|Px\|$, or $3/5$ for the normalised vector $x/\|x\|$.

Here $\|w_2\|=\eta\|w\|$ exactly. This borderline case is covered by `rejected_small`, whose hypothesis is `‖w₂‖ ≤ η * ‖w‖`, whereas the rejection branch of `twice_is_enough` has a strict inequality. The proof computes the norms, projections and differences in coordinates and then checks each equality in exact arithmetic.

```lean
/-- The bound for rejected vectors is attained in the plane for `ε = 12/25`, `η = 3/25`, with
`x = (75, 100)`, `w = (27, 36)`, `w₂ = (27/5, 0)` and `‖w₂‖ = η ‖w‖`. -/
theorem rejected_small_sharp :
    Orthonormal ℝ axis ∧
    ‖!₂[27, 36] - gramSchmidtStep ℝ axis !₂[75, 100]‖ = 12 / 25 * ‖(!₂[75, 100] : EuclideanSpace ℝ (Fin 2))‖ ∧
    ‖!₂[27 / 5, 0] - gramSchmidtStep ℝ axis !₂[27, 36]‖ = 12 / 25 * ‖(!₂[27, 36] : EuclideanSpace ℝ (Fin 2))‖ ∧
    ‖(!₂[27 / 5, 0] : EuclideanSpace ℝ (Fin 2))‖ = 3 / 25 * ‖(!₂[27, 36] : EuclideanSpace ℝ (Fin 2))‖ ∧
    ‖gramSchmidtStep ℝ axis !₂[75, 100]‖ =
      12 / 25 * ‖(!₂[75, 100] : EuclideanSpace ℝ (Fin 2))‖ / √(1 - (3 / 25 + 12 / 25) ^ 2) := by
  have hN : ∀ a b c : ℝ, 0 ≤ c → a ^ 2 + b ^ 2 = c ^ 2 →
      ‖(!₂[a, b] : EuclideanSpace ℝ (Fin 2))‖ = c := by
    intro a b c hc h
    have e : ‖(!₂[a, b] : EuclideanSpace ℝ (Fin 2))‖ = √(a ^ 2 + b ^ 2) := by
      simp [EuclideanSpace.norm_eq, Fin.sum_univ_two]
    rw [e, h, Real.sqrt_sq hc]
  have hP : ∀ a b : ℝ, gramSchmidtStep ℝ axis !₂[a, b] = !₂[a, 0] := by
    intro a b
    ext i
    fin_cases i <;> simp [gramSchmidtStep, axis, PiLp.inner_apply, Fin.sum_univ_two]
  have hD : ∀ a b c d : ℝ,
      (!₂[a, b] - !₂[c, d] : EuclideanSpace ℝ (Fin 2)) = !₂[a - c, b - d] := by
    intro a b c d
    ext i
    fin_cases i <;> simp
  have hr : √(1 - (3 / 25 + 12 / 25) ^ 2 : ℝ) = 4 / 5 := by
    rw [show (1 - (3 / 25 + 12 / 25) ^ 2 : ℝ) = (4 / 5) ^ 2 by norm_num]
    exact Real.sqrt_sq (by norm_num)
  have hx := hN 75 100 125 (by norm_num) (by norm_num)
  have hw := hN 27 36 45 (by norm_num) (by norm_num)
  refine ⟨⟨fun _ => hN 0 1 1 (by norm_num) (by norm_num),
    fun i j h => absurd (Subsingleton.elim i j) h⟩, ?_, ?_, ?_, ?_⟩
  · rw [hP, hD, hx, hN _ _ 60 (by norm_num) (by norm_num)]
    norm_num
  · rw [hP, hD, hw, hN _ _ (108 / 5) (by norm_num) (by norm_num)]
    norm_num
  · rw [hw, hN _ _ (27 / 5) (by norm_num) (by norm_num)]
    norm_num
  · rw [hP, hx, hr, hN _ _ 75 (by norm_num) (by norm_num)]
    norm_num

end

end TwiceIsEnough
```

```lean
#print axioms TwiceIsEnough.twice_is_enough
#print axioms TwiceIsEnough.gramSchmidt_overlap
#print axioms TwiceIsEnough.rejected_small_sharp
```

```
'TwiceIsEnough.twice_is_enough' depends on axioms: [propext, Classical.choice, Quot.sound]
'TwiceIsEnough.gramSchmidt_overlap' depends on axioms: [propext, Classical.choice, Quot.sound]
'TwiceIsEnough.rejected_small_sharp' depends on axioms: [propext, Classical.choice, Quot.sound]
```
